# The relaxed fields in the layers of a laminate average to the prescribed mean field

A laminate has finitely many layers `a` with positive volume fractions w_a summing to one, and real energy blocks B_a and D_a, each D_a being positive definite. For a vector p common to all layers and a prescribed vector q, the field in layer `a` is D_a⁻¹(t − B_aᵀp), where t = B\*ᵀp + D\*q, D\* = ⟨D⁻¹⟩⁻¹, B\* = ⟨BD⁻¹⟩D\*, and ⟨·⟩ is the average weighted by w_a. The theorem `mean_relaxed` states that these fields have weighted average exactly q. The attempt writes that average as ⟨D⁻¹⟩t − ⟨D⁻¹Bᵀ⟩p, then uses B\*ᵀ = D\*⟨D⁻¹Bᵀ⟩ and ⟨D⁻¹⟩D\* = 1 to cancel the terms in p.

An attempt in Lean 4 with a fault in it:

```lean
import Mathlib

open Matrix

namespace MeanRelaxed

noncomputable section

/-- A laminate: layers with positive volume fractions `w` summing to one, and energy blocks
`A`, `B`, `D`, where each `D` is positive definite. -/
structure Laminate (ι m n : Type*) [Fintype ι] [Fintype n] where
  w : ι → ℝ
  A : ι → Matrix m m ℝ
  B : ι → Matrix m n ℝ
  D : ι → Matrix n n ℝ
  w_pos : ∀ a, 0 < w a
  w_sum : ∑ a, w a = 1
  D_posDef : ∀ a, (D a).PosDef

namespace Laminate

variable {ι m n : Type*} [Fintype ι] [Fintype n] (L : Laminate ι m n)

/-- The volume average of a matrix property over the layers. -/
def avg {k l : Type*} (M : ι → Matrix k l ℝ) : Matrix k l ℝ := ∑ a, L.w a • M a

/-- An averaged matrix acts on a uniform vector as the average of the layer responses. -/
theorem avg_mulVec {k l : Type*} [Fintype l] (M : ι → Matrix k l ℝ) (v : l → ℝ) :
    L.avg M *ᵥ v = ∑ a, L.w a • (M a *ᵥ v) := by
  ext i
  simp only [avg, mulVec, dotProduct, Matrix.sum_apply, Matrix.smul_apply, Finset.sum_apply,
    Pi.smul_apply, smul_eq_mul, Finset.sum_mul, Finset.mul_sum]
  rw [Finset.sum_comm]
  exact Finset.sum_congr rfl fun _ _ => Finset.sum_congr rfl fun _ _ => by ring

/-- The work of a uniform force on an averaged field is the average of the layer works. -/
theorem dotProduct_mean {k : Type*} [Fintype k] (v : k → ℝ) (x : ι → k → ℝ) :
    v ⬝ᵥ (∑ a, L.w a • x a) = ∑ a, L.w a * (v ⬝ᵥ x a) := by
  simp only [dotProduct, Finset.sum_apply, Pi.smul_apply, smul_eq_mul, Finset.mul_sum]
  rw [Finset.sum_comm]
  exact Finset.sum_congr rfl fun _ _ => Finset.sum_congr rfl fun _ _ => by ring

variable [Fintype m] [DecidableEq n]

/-- The effective block `D* = ⟨D⁻¹⟩⁻¹`. -/
def effD : Matrix n n ℝ := (L.avg fun a => (L.D a)⁻¹)⁻¹

/-- The effective block `B* = ⟨B D⁻¹⟩ D*`. -/
def effB : Matrix m n ℝ := (L.avg fun a => L.B a * (L.D a)⁻¹) * L.effD

/-- The effective force `B*ᵀ p + D* q` conjugate to the mean field `q`. -/
def force (p : m → ℝ) (q : n → ℝ) : n → ℝ := L.effBᵀ *ᵥ p + L.effD *ᵥ q

/-- The layer fields `D⁻¹ (t - Bᵀ p)`, where `t` is the effective force. -/
def relaxed (p : m → ℝ) (q : n → ℝ) (a : ι) : n → ℝ :=
  (L.D a)⁻¹ *ᵥ (L.force p q - (L.B a)ᵀ *ᵥ p)

omit [Fintype m] in
/-- The averaged inverse `⟨D⁻¹⟩` is invertible. -/
theorem isUnit_det_avg_inv : IsUnit (L.avg fun a => (L.D a)⁻¹).det := by
  rw [isUnit_iff_ne_zero]
  intro h
  obtain ⟨v, hv, h0⟩ := Matrix.exists_mulVec_eq_zero_iff.mpr h
  have hne : Nonempty ι := by
    rcases isEmpty_or_nonempty ι with h | h
    · have h1 := L.w_sum
      simp at h1
    · exact h
  -- a null vector would have zero averaged energy, yet every layer contributes positively
  have hpos : 0 < ∑ a, L.w a * (v ⬝ᵥ (L.D a)⁻¹ *ᵥ v) :=
    Finset.sum_pos (fun a _ => mul_pos (L.w_pos a) (by
      simpa only [star_trivial] using (L.D_posDef a).inv.dotProduct_mulVec_pos hv))
      Finset.univ_nonempty
  rw [← dotProduct_mean, ← avg_mulVec, h0, dotProduct_zero] at hpos
  exact lt_irrefl _ hpos

/-- The relaxed layer fields have the prescribed mean `q`. -/
theorem mean_relaxed (p : m → ℝ) (q : n → ℝ) : ∑ a, L.w a • L.relaxed p q a = q := by
  have hs : ∀ a, (L.D a)ᵀ = L.D a := fun a => by
    simpa only [conjTranspose_eq_transpose_of_trivial] using (L.D_posDef a).isHermitian.eq
  have ht : ∀ {k l : Type _} (M : ι → Matrix k l ℝ), (L.avg M)ᵀ = L.avg fun a => (M a)ᵀ := by
    intro k l M
    ext i j
    simp [avg, Matrix.sum_apply]
  have hD : L.effDᵀ = L.effD := by
    rw [effD, transpose_nonsing_inv, ht]
    simp only [transpose_nonsing_inv, hs]
  have hB : L.effBᵀ = L.effD * L.avg fun a => (L.D a)⁻¹ * (L.B a)ᵀ := by
    rw [effB, transpose_mul, hD]
    congr 1
    ext i j
    simp [avg, Matrix.sum_apply, ← transpose_apply (_ * _), transpose_mul,
      transpose_nonsing_inv, hs, -transpose_apply]
  have hS : (L.avg fun a => (L.D a)⁻¹) * L.effD = 1 := mul_nonsing_inv _ L.isUnit_det_avg_inv
  have h1 : ∑ a, L.w a • L.relaxed p q a = (L.avg fun a => (L.D a)⁻¹) *ᵥ L.force p q
      - (L.avg fun a => (L.D a)⁻¹ * (L.B a)ᵀ) *ᵥ p := by
    rw [avg_mulVec, avg_mulVec, ← Finset.sum_sub_distrib]
    refine Finset.sum_congr rfl fun a _ => ?_
    rw [relaxed, mulVec_sub, smul_sub, mulVec_mulVec]
  rw [h1, force, mulVec_add, mulVec_mulVec, mulVec_mulVec, hB, ← Matrix.mul_assoc, hS,
    Matrix.one_mul, one_mulVec, add_sub_cancel_left]

end Laminate

end

end MeanRelaxed
```

Lean reports:

```
Main.lean:92:4: error: Tactic `simp` failed with a nested error:
maximum recursion depth has been reached
use `set_option maxRecDepth <num>` to increase limit
use `set_option diagnostics true` to get diagnostic information
```

Diagnosis. The message says that `simp` reached its recursion limit. It points to the last step of `hB`, the formula for the transpose of B\*, where the rules given to `simp` form a loop. The reversed rule `← transpose_apply (_ * _)` turns an entry `(X * Y) j i` into `(X * Y)ᵀ i j`, and `transpose_mul` turns that into `(Yᵀ * Xᵀ) i j`. This is again an entry of a product, so the reversed rule applies once more, and so on without end.

The repair drops the reversed rule. A new fact, `htB`, takes the transpose inside the average of `L.B a * (L.D a)⁻¹`, working by entries but leaving the product whole. After rewriting with it, `hB` needs only `transpose_mul`, `transpose_nonsing_inv` and the symmetry `hs`, applied to whole matrices, and nothing turns their result back into a transposed product.

No error was reported in `ht`; restricting it to `n` by `n` matrices and using `simp only` there is tidying, as is the added comment.

Fix (accepted with no message):

```diff
@@ -79,17 +79,19 @@
   have hs : ∀ a, (L.D a)ᵀ = L.D a := fun a => by
     simpa only [conjTranspose_eq_transpose_of_trivial] using (L.D_posDef a).isHermitian.eq
-  have ht : ∀ {k l : Type _} (M : ι → Matrix k l ℝ), (L.avg M)ᵀ = L.avg fun a => (M a)ᵀ := by
-    intro k l M
+  -- transposition passes through the layer average
+  have ht : ∀ M : ι → Matrix n n ℝ, (L.avg M)ᵀ = L.avg fun a => (M a)ᵀ := by
+    intro M
     ext i j
-    simp [avg, Matrix.sum_apply]
+    simp only [avg, transpose_apply, Matrix.sum_apply, Matrix.smul_apply]
+  have htB : (L.avg fun a => L.B a * (L.D a)⁻¹)ᵀ
+      = L.avg fun a => (L.B a * (L.D a)⁻¹)ᵀ := by
+    ext i j
+    simp only [avg, transpose_apply, Matrix.sum_apply, Matrix.smul_apply]
   have hD : L.effDᵀ = L.effD := by
     rw [effD, transpose_nonsing_inv, ht]
     simp only [transpose_nonsing_inv, hs]
   have hB : L.effBᵀ = L.effD * L.avg fun a => (L.D a)⁻¹ * (L.B a)ᵀ := by
-    rw [effB, transpose_mul, hD]
-    congr 1
-    ext i j
-    simp [avg, Matrix.sum_apply, ← transpose_apply (_ * _), transpose_mul,
-      transpose_nonsing_inv, hs, -transpose_apply]
+    rw [effB, transpose_mul, hD, htB]
+    simp only [transpose_mul, transpose_nonsing_inv, hs]
   have hS : (L.avg fun a => (L.D a)⁻¹) * L.effD = 1 := mul_nonsing_inv _ L.isUnit_det_avg_inv
   have h1 : ∑ a, L.w a • L.relaxed p q a = (L.avg fun a => (L.D a)⁻¹) *ᵥ L.force p q
```
